# The field range in which Van Vleck coupling outweighs the Langevin term in a two-state model

## Where the second-order estimate fails

A closed-shell molecule in a magnetic field B has two competing energy shifts. The Langevin term raises the energy by dB². The field also mixes the ground state with excited states, and this Van Vleck term lowers the energy. For one excited state at a gap D > 0, coupled to the ground state with strength mB, second-order perturbation theory gives the total shift

(d − m²/D) B².

If the bracket is negative, this formula predicts that the energy falls without limit as the field grows. In the two-state problem with d > 0 that is wrong: the energy reaches a minimum, rises again, and ends above its zero-field value. A negative second-order coefficient therefore does not settle whether a field of given strength lowers the energy. An exact inequality does.

## Two states in a field

In the basis of the zero-field ground state and the excited state, the Hamiltonian is

H(B) = [[dB², mB], [mB, D + dB²]].

The coefficient d stands for e²⟨x² + y²⟩/(8mₑ), summed over the electrons, with the field along z, x and y measured from the gauge origin, e the elementary charge and mₑ the electron mass; in the rest of the text e denotes an energy. It is the mean value of a nonnegative operator, so d ≥ 0. The letter m is neither a mass nor a quantum number. It is the matrix element of the magnetic moment between the two states, made real by a choice of phase. In a spherical closed-shell atom without spin–orbit coupling, with the gauge origin at the nucleus, this element vanishes, and in the present model the field then never lowers the energy; in a molecule it need not vanish. In general d and m both depend on the gauge origin. In the exact second-order energy this dependence cancels once all excited states are summed; the two-state model keeps only one of them, so its origin has to be fixed beforehand.

Let E(B) be the lower eigenvalue. For d ≥ 0, D ≥ 0 and B ≠ 0,

E(B) < E(0) if and only if d²B² < m² − dD.

"Paramagnetic" here means that the field lowers the energy below its zero-field value. Textbooks usually define the word by the sign of the zero-field susceptibility, which is a statement about weak fields only.

## From the secular equation to the inequality

A number e is an eigenvalue when det(H − e) = 0, that is,

(dB² − e)(D + dB² − e) = m²B².

With x = e − dB² this reads x² − Dx − m²B² = 0. Write R = √(D² + 4m²B²). The lower root gives

E(B) = dB² + (D − R)/2.

At B = 0 the root is R = D, because D ≥ 0, so E(0) = 0. Hence E(B) < E(0) means

2dB² + D < R.

Both sides are nonnegative, so squaring preserves the inequality in both directions:

4d²B⁴ + 4dDB² + D² < D² + 4m²B².

Subtracting D² and dividing by 4B² > 0 gives d²B² + dD < m², which is the claim.

**Weak fields.** If dD < m², every sufficiently small B ≠ 0 satisfies the inequality. Conversely, a single nonzero field that lowers the energy already forces dD < m², since d²B² ≥ 0.

**The second-order coefficient.** Since R − D = 4m²B²/(R + D), for D > 0 and B ≠ 0

(E(B) − E(0))/B² = d − 2m²/(D + R).

As B → 0, R → D and the right side tends to d − m²/D.

**The deepest energy.** Let d > 0 and dD < m². Substituting B² = (R² − D²)/(4m²) and completing the square gives

4dm² E(B) = (dR − m²)² − (m² − dD)².

The minimum lies at R = m²/d. This value exceeds D, so it belongs to a real field, with

B² = (m² − dD)(m² + dD)/(4d²m²).

The lowest energy is −(m² − dD)²/(4dm²).

## Numbers for d = 1, D = 3, m = 2

In dimensionless units m² − dD = 1, so the energy is lowered exactly for 0 < |B| < 1.

- At B² = 7/16, R = √(9 + 7) = 4 and E = 7/16 − 1/2 = −1/16, the minimum.
- At B² = 1, R = √(9 + 16) = 5 and E = 1 − 1 = 0.
- At B² = 5/2, R = √(9 + 40) = 7 and E = 5/2 − 2 = 1/2.

The second-order formula gives (1 − 4/3)(5/2) = −5/6 at the last field, which has the wrong sign.

## What the Lean statements say

`hamiltonian d m D B` is the matrix above, with index 0 for the ground state and index 1 for the excited state. `levels d m D B` is the set of real e for which some nonzero real vector v satisfies Hv = ev. The vectors are not normalised, which does not affect the eigenvalues. `groundEnergy` is the infimum of this set, and `isLeast_levels` shows that the infimum is itself a level.

The main theorem is `groundEnergy_lt_iff`, with hypotheses `0 ≤ d`, `0 ≤ D` and `B ≠ 0`. In `weak_field_paramagnetic_iff` and `tendsto_energy_shift`, the symbol `𝓝[≠] 0` denotes small fields other than zero. The limit theorem requires D > 0. In `isLeast_range_groundEnergy`, `Set.range (groundEnergy d m D)` collects the ground energies at all real fields.

The step from a molecule to this matrix is an assumption: one excited state stands for the whole spectrum, both states share the same Langevin energy, neither has a permanent moment, and the Langevin operator does not couple them. Within this two-state restriction, the result shows that the energy shift at a finite field can have the opposite sign to the shift predicted from the zero-field magnetizability.

```lean
import Mathlib

open Matrix Filter Topology

namespace VanVleckLangevin

noncomputable section

/-- The Hamiltonian of two states with zero-field gap `D` in a magnetic field `B`: both states
have the Langevin energy `d B²`, and the field couples them with strength `m B`. -/
def hamiltonian (d m D B : ℝ) : Matrix (Fin 2) (Fin 2) ℝ :=
  !![d * B ^ 2, m * B; m * B, D + d * B ^ 2]

/-- The energy levels in the field `B`: the eigenvalues of the Hamiltonian. -/
def levels (d m D B : ℝ) : Set ℝ :=
  {e | ∃ v : Fin 2 → ℝ, v ≠ 0 ∧ hamiltonian d m D B *ᵥ v = e • v}

/-- The ground-state energy in the field `B`: the infimum of the energy levels. -/
def groundEnergy (d m D B : ℝ) : ℝ := sInf (levels d m D B)

/-- The secular equation: `e` is an energy level exactly when
`(d B² - e)(D + d B² - e) = (m B)²`. -/
theorem mem_levels_iff (d m D B e : ℝ) :
    e ∈ levels d m D B ↔ (d * B ^ 2 - e) * (D + d * B ^ 2 - e) = (m * B) ^ 2 := by
  have key : ∀ v : Fin 2 → ℝ,
      !![d * B ^ 2 - e, m * B; m * B, D + d * B ^ 2 - e] *ᵥ v
        = hamiltonian d m D B *ᵥ v - e • v := by
    intro v
    ext i
    fin_cases i <;> simp [hamiltonian, Matrix.mulVec, dotProduct, Fin.sum_univ_two] <;> ring
  -- a nonzero solution exists exactly when the determinant vanishes
  have h := Matrix.exists_mulVec_eq_zero_iff
    (M := !![d * B ^ 2 - e, m * B; m * B, D + d * B ^ 2 - e])
  simp only [key, sub_eq_zero, Matrix.det_fin_two_of] at h
  refine h.trans ?_
  rw [sq (m * B)]

/-- The lowest energy level in the field `B` is `d B² + (D - √(D² + 4 m² B²)) / 2`. -/
theorem isLeast_levels (d m D B : ℝ) :
    IsLeast (levels d m D B)
      (d * B ^ 2 + (D - Real.sqrt (D ^ 2 + 4 * m ^ 2 * B ^ 2)) / 2) := by
  have hs := Real.sq_sqrt (show 0 ≤ D ^ 2 + 4 * m ^ 2 * B ^ 2 by positivity)
  constructor
  · rw [mem_levels_iff]
    linear_combination hs / 4
  · intro e he
    rw [mem_levels_iff] at he
    -- the secular equation fixes the distance of a level from the mean energy
    have h1 : (D + 2 * d * B ^ 2 - 2 * e) ^ 2 ≤ D ^ 2 + 4 * m ^ 2 * B ^ 2 := by
      apply le_of_eq
      linear_combination 4 * he
    have h2 := (le_abs_self _).trans (Real.abs_le_sqrt h1)
    linarith

/-- The ground-state energy in closed form. -/
theorem groundEnergy_eq (d m D B : ℝ) :
    groundEnergy d m D B
      = d * B ^ 2 + (D - Real.sqrt (D ^ 2 + 4 * m ^ 2 * B ^ 2)) / 2 :=
  (isLeast_levels d m D B).csInf_eq

/-- For a nonnegative gap, the ground-state energy without field is zero. -/
theorem groundEnergy_zero (d m : ℝ) {D : ℝ} (hD : 0 ≤ D) : groundEnergy d m D 0 = 0 := by
  rw [groundEnergy_eq, show D ^ 2 + 4 * m ^ 2 * 0 ^ 2 = D ^ 2 by ring, Real.sqrt_sq hD]
  ring

/-- For a nonnegative Langevin coefficient `d` and gap `D`, a nonzero field `B` lowers the
ground-state energy exactly when `d² B² < m² - d D`. -/
theorem groundEnergy_lt_iff {d m D B : ℝ} (hd : 0 ≤ d) (hD : 0 ≤ D) (hB : B ≠ 0) :
    groundEnergy d m D B < groundEnergy d m D 0 ↔ d ^ 2 * B ^ 2 < m ^ 2 - d * D := by
  rw [groundEnergy_zero d m hD, groundEnergy_eq]
  have hx : 0 ≤ 2 * d * B ^ 2 + D := by positivity
  have hB2 : 0 < 4 * B ^ 2 := by positivity
  -- the difference of the squares to be compared contains the factor `4 B²`
  have key : D ^ 2 + 4 * m ^ 2 * B ^ 2 - (2 * d * B ^ 2 + D) ^ 2
      = 4 * B ^ 2 * (m ^ 2 - d * D - d ^ 2 * B ^ 2) := by ring
  constructor
  · intro h
    have h1 : 2 * d * B ^ 2 + D < Real.sqrt (D ^ 2 + 4 * m ^ 2 * B ^ 2) := by linarith
    rw [Real.lt_sqrt hx] at h1
    have h2 : 0 < 4 * B ^ 2 * (m ^ 2 - d * D - d ^ 2 * B ^ 2) := by
      rw [← key]
      exact sub_pos.mpr h1
    have h3 := pos_of_mul_pos_right h2 hB2.le
    linarith
  · intro h
    have h2 := mul_pos hB2 (show 0 < m ^ 2 - d * D - d ^ 2 * B ^ 2 by linarith)
    rw [← key] at h2
    have h1 : 2 * d * B ^ 2 + D < Real.sqrt (D ^ 2 + 4 * m ^ 2 * B ^ 2) :=
      (Real.lt_sqrt hx).mpr (sub_pos.mp h2)
    linarith

/-- For nonnegative `d` and `D`, all sufficiently weak nonzero fields lower the ground-state
energy exactly when `d D < m²`. -/
theorem weak_field_paramagnetic_iff {d m D : ℝ} (hd : 0 ≤ d) (hD : 0 ≤ D) :
    (∀ᶠ B in 𝓝[≠] (0 : ℝ), groundEnergy d m D B < groundEnergy d m D 0)
      ↔ d * D < m ^ 2 := by
  constructor
  · intro h
    obtain ⟨B, h1, h2⟩ := (h.and self_mem_nhdsWithin).exists
    have h3 := (groundEnergy_lt_iff hd hD h2).mp h1
    have h4 : 0 ≤ d ^ 2 * B ^ 2 := by positivity
    linarith
  · intro h
    have hc : Continuous (fun B : ℝ => d ^ 2 * B ^ 2) := by fun_prop
    have h0 : Tendsto (fun B : ℝ => d ^ 2 * B ^ 2) (𝓝 0) (𝓝 0) := by
      simpa using hc.tendsto 0
    have h1 := (h0.mono_left (nhdsWithin_le_nhds (s := {0}ᶜ))).eventually_lt_const
      (sub_pos.mpr h)
    filter_upwards [h1, self_mem_nhdsWithin] with B h2 h3
    exact (groundEnergy_lt_iff hd hD h3).mpr h2

/-- For a positive gap, the energy shift divided by `B²` tends to `d - m² / D` in the limit of
zero field: the Langevin term minus the Van Vleck term. -/
theorem tendsto_energy_shift (d m : ℝ) {D : ℝ} (hD : 0 < D) :
    Tendsto (fun B => (groundEnergy d m D B - groundEnergy d m D 0) / B ^ 2)
      (𝓝[≠] 0) (𝓝 (d - m ^ 2 / D)) := by
  have hne : ∀ B : ℝ, D + Real.sqrt (D ^ 2 + 4 * m ^ 2 * B ^ 2) ≠ 0 :=
    fun B => by positivity
  have hc : Continuous
      (fun B : ℝ => d - 2 * m ^ 2 / (D + Real.sqrt (D ^ 2 + 4 * m ^ 2 * B ^ 2))) :=
    continuous_const.sub (continuous_const.div (by fun_prop) hne)
  have hv : d - 2 * m ^ 2 / (D + Real.sqrt (D ^ 2 + 4 * m ^ 2 * 0 ^ 2)) = d - m ^ 2 / D := by
    rw [show D ^ 2 + 4 * m ^ 2 * 0 ^ 2 = D ^ 2 by ring, Real.sqrt_sq hD.le,
      show D + D = 2 * D by ring, mul_div_mul_left _ _ two_ne_zero]
  have h0 : Tendsto
      (fun B : ℝ => d - 2 * m ^ 2 / (D + Real.sqrt (D ^ 2 + 4 * m ^ 2 * B ^ 2)))
      (𝓝 0) (𝓝 (d - m ^ 2 / D)) := by
    rw [← hv]
    exact hc.tendsto 0
  refine (h0.mono_left nhdsWithin_le_nhds).congr' ?_
  filter_upwards [self_mem_nhdsWithin] with B hB
  have hs := Real.sq_sqrt (show 0 ≤ D ^ 2 + 4 * m ^ 2 * B ^ 2 by positivity)
  -- rationalise the difference between the gap and the root
  have hq : 2 * m ^ 2 / (D + Real.sqrt (D ^ 2 + 4 * m ^ 2 * B ^ 2)) * B ^ 2
      = (Real.sqrt (D ^ 2 + 4 * m ^ 2 * B ^ 2) - D) / 2 := by
    rw [div_mul_eq_mul_div, div_eq_iff (hne B)]
    linear_combination (-1 / 2) * hs
  rw [groundEnergy_zero d m hD.le, groundEnergy_eq, eq_div_iff (pow_ne_zero 2 hB)]
  linear_combination -hq

/-- For `d > 0`, `D ≥ 0` and `d D < m²`, the lowest ground-state energy over all fields is
attained and equals `-(m² - d D)² / (4 d m²)`. -/
theorem isLeast_range_groundEnergy {d m D : ℝ} (hd : 0 < d) (hD : 0 ≤ D)
    (h : d * D < m ^ 2) :
    IsLeast (Set.range (groundEnergy d m D))
      (-(m ^ 2 - d * D) ^ 2 / (4 * d * m ^ 2)) := by
  have hdD : 0 ≤ d * D := by positivity
  have hm2 : 0 < m ^ 2 := lt_of_le_of_lt hdD h
  have hm : m ≠ 0 := fun h0 => by simp [h0] at hm2
  constructor
  · -- the optimal field makes the root equal to `m² / d`
    have hx : 0 ≤ (m ^ 2 - d * D) * (m ^ 2 + d * D) / (4 * d ^ 2 * m ^ 2) :=
      div_nonneg (mul_nonneg (by linarith) (by linarith)) (by positivity)
    have harg : D ^ 2 + 4 * m ^ 2 *
        ((m ^ 2 - d * D) * (m ^ 2 + d * D) / (4 * d ^ 2 * m ^ 2)) = (m ^ 2 / d) ^ 2 := by
      field_simp
      ring
    refine ⟨Real.sqrt ((m ^ 2 - d * D) * (m ^ 2 + d * D) / (4 * d ^ 2 * m ^ 2)), ?_⟩
    rw [groundEnergy_eq, Real.sq_sqrt hx, harg, Real.sqrt_sq (by positivity)]
    field_simp
    ring
  · rintro _ ⟨B, rfl⟩
    have hs := Real.sq_sqrt (show 0 ≤ D ^ 2 + 4 * m ^ 2 * B ^ 2 by positivity)
    rw [groundEnergy_eq, div_le_iff₀ (by positivity)]
    -- the energy above the claimed minimum, multiplied by `4 d m²`, is a perfect square
    have hsq : (d * B ^ 2 + (D - Real.sqrt (D ^ 2 + 4 * m ^ 2 * B ^ 2)) / 2) * (4 * d * m ^ 2)
        + (m ^ 2 - d * D) ^ 2
        = (d * Real.sqrt (D ^ 2 + 4 * m ^ 2 * B ^ 2) - m ^ 2) ^ 2 := by
      linear_combination (-d ^ 2) * hs
    linarith [sq_nonneg (d * Real.sqrt (D ^ 2 + 4 * m ^ 2 * B ^ 2) - m ^ 2)]

end

end VanVleckLangevin
```

```lean
#print axioms VanVleckLangevin.weak_field_paramagnetic_iff
-- 'VanVleckLangevin.weak_field_paramagnetic_iff' depends on axioms: [propext, Classical.choice, Quot.sound]
#print axioms VanVleckLangevin.tendsto_energy_shift
-- 'VanVleckLangevin.tendsto_energy_shift' depends on axioms: [propext, Classical.choice, Quot.sound]
#print axioms VanVleckLangevin.isLeast_range_groundEnergy
-- 'VanVleckLangevin.isLeast_range_groundEnergy' depends on axioms: [propext, Classical.choice, Quot.sound]
```

## How the Lean proof reaches the closed form

`mem_levels_iff` is the secular equation. Its `key` identity says that the matrix with e subtracted on the diagonal sends v to Hv − ev. Mathlib's `Matrix.exists_mulVec_eq_zero_iff` then replaces the existence of a nonzero solution by a vanishing determinant.

`isLeast_levels` has two halves. The first inserts the lower root into the secular equation, using `hs`, which states that the square of R is D² + 4m²B². The second takes any level e and rewrites its secular equation as

(D + 2dB² − 2e)² = R².

Hence D + 2dB² − 2e ≤ R, so e is at least the lower root. `groundEnergy_eq` transfers this value to the infimum, and `groundEnergy_zero` evaluates it at B = 0.

## Squares, limits and the minimum in Lean

In `groundEnergy_lt_iff`, `key` factors the difference of the two squares as 4B²(m² − dD − d²B²). `Real.lt_sqrt` performs the squaring step; it needs `hx`, the nonnegativity of 2dB² + D. The two directions of the proof remove or restore the positive factor 4B².

`weak_field_paramagnetic_iff` applies this theorem field by field. In the forward direction, a property that holds for all small nonzero fields holds for at least one, and that one gives dD < m². In the reverse direction, d²B² tends to zero and so eventually falls below m² − dD.

`tendsto_energy_shift` works with d − 2m²/(D + R), which is continuous at B = 0 and has the required value there. The identity `hq` is the rationalisation of R − D, and it shows that this function agrees with the quotient of energies at every nonzero field.

`isLeast_range_groundEnergy` first exhibits the optimal field; `harg` checks that it makes R equal to m²/d. For an arbitrary field, `hsq` is the completed square from the derivation, and its nonnegativity gives the lower bound.
